# For a definite active electron number N ≠ 1, contracted singles out of active orbitals lie in the span of semi-internal doubles

**Q:** You represent the annihilators by square complex matrices on a finite-dimensional space, take the creators to be their conjugate transposes, and demand only the anticommutation relations. I see no vacuum, no determinants and no Hamiltonian. Is this still Fock space?

**A:** It includes the usual Fock space of finitely many orthonormal spin orbitals, and the argument uses nothing else about that space. The type `ι` labels the spin orbitals and `F` labels the basis states, such as occupation strings. A state is a vector `ψ : F → ℂ`, which need not be normalised. It may be a single determinant or a correlated active-space wavefunction.

```lean
import Mathlib

open Matrix
open scoped ComplexOrder

namespace ContractedSinglesRedundancy

noncomputable section

variable {ι F : Type*} [DecidableEq ι] [Fintype F] [DecidableEq F]
```

The hypothesis `IsCAR a` contains the two relations

$$a_p a_q + a_q a_p = 0,\qquad a_p a_q^\dagger + a_q^\dagger a_p = \delta_{pq}.$$

The superscript `ᴴ` is the conjugate transpose, so it plays the role of the dagger.

```lean
/-- The canonical anticommutation relations for annihilators `a p` on a finite-dimensional
Fock space, the creators being their conjugate transposes. -/
def IsCAR (a : ι → Matrix F F ℂ) : Prop :=
  (∀ p q, a p * a q + a q * a p = 0) ∧
    ∀ p q, a p * (a q)ᴴ + (a q)ᴴ * a p = if p = q then 1 else 0
```

**Q:** And how does the code know how many active electrons there are?

**A:** The active orbitals form a finite set $A$, and their electrons are counted by

$$\hat N_A=\sum_{t\in A} a_t^\dagger a_t .$$

```lean
/-- The operator counting the electrons in the active orbitals `A`. -/
def activeNumber (a : ι → Matrix F F ℂ) (A : Finset ι) : Matrix F F ℂ :=
  ∑ t ∈ A, (a t)ᴴ * a t
```

The state is assumed to satisfy $\hat N_A\psi=N\psi$ with $N$ a natural number. Physically, the reference has a sharp number of active electrons, as a complete-active-space wavefunction does. Core electrons may be present too, because $\hat N_A$ does not see them.

**Q:** Which excitations are being compared?

**A:** The contracted single is $a_p^\dagger a_u\psi$, where "contracted" means that the operator acts on the whole of $\psi$ and not on its determinants separately.

```lean
/-- The contracted single excitation `a_p⁺ a_u ψ`. -/
def single (a : ι → Matrix F F ℂ) (p u : ι) (ψ : F → ℂ) : F → ℂ :=
  ((a p)ᴴ * a u) *ᵥ ψ
```

The doubles are $a_p^\dagger a_t^\dagger a_v a_w\psi$, with the indices in the same order as the arguments of `double`.

```lean
/-- The contracted double excitation `a_p⁺ a_t⁺ a_v a_w ψ`. -/
def double (a : ι → Matrix F F ℂ) (p t v w : ι) (ψ : F → ℂ) : F → ℂ :=
  ((a p)ᴴ * (a t)ᴴ * a v * a w) *ᵥ ψ
```

When $p$ is virtual and $t,v,w$ are active, these are semi-internal doubles: one electron leaves the active space while another is moved within it. The span is taken at fixed $p$.

```lean
/-- The span of the doubles `a_p⁺ a_t⁺ a_v a_w ψ` with `t`, `v`, `w` active. -/
def semiInternalSpan (a : ι → Matrix F F ℂ) (A : Finset ι) (p : ι) (ψ : F → ℂ) :
    Submodule ℂ (F → ℂ) :=
  Submodule.span ℂ {x | ∃ t ∈ A, ∃ v ∈ A, ∃ w ∈ A, x = double a p t v w ψ}
```

Nothing in these definitions forces $p$ to be virtual. The theorems hold for every $p$, and the virtual case is the one that gives the span its name.

**Q:** Before any Lean, convince me by hand that the single is redundant.

**A:** Take an active $u$. For each active $t$, exchange the two annihilators and then move the creator past $a_u$:

$$a_t^\dagger a_t a_u=-a_t^\dagger a_u a_t=-(\delta_{ut}-a_u a_t^\dagger)a_t=a_u a_t^\dagger a_t-\delta_{ut}a_t .$$

Summing over $t\in A$ gives $\hat N_A a_u=a_u\hat N_A-a_u$, and therefore

$$\hat N_A(a_u\psi)=a_u N\psi-a_u\psi=(N-1)\,a_u\psi .$$

Now set $v=t$ and $w=u$ in the doubles and sum over $t$:

$$\sum_{t\in A}a_p^\dagger a_t^\dagger a_t a_u\psi=a_p^\dagger\hat N_A a_u\psi=(N-1)\,a_p^\dagger a_u\psi .$$

The repeated index counts the active electrons that remain after $a_u$ has removed one. If $N\neq1$, dividing by $N-1$ writes the single as a linear combination of semi-internal doubles.

**Q:** Does the Lean proof follow that route, or does it reach the answer by some other means?

**A:** It follows it. In the first lemma, `term` is the calculation for one $t$. The `calc` block adds and subtracts $a_t^\dagger a_u a_t$ so that the first anticommutator appears and can be set to zero, and `noncomm_ring` does the algebra without assuming that the matrices commute. The sum then keeps $-a_u$ exactly when $u$ is active.

```lean
/-- Moving an annihilator through the active number operator costs one annihilator if its
orbital is active, and nothing otherwise. -/
theorem activeNumber_mul {a : ι → Matrix F F ℂ} (h : IsCAR a) (A : Finset ι) (u : ι) :
    activeNumber a A * a u = a u * activeNumber a A - if u ∈ A then a u else 0 := by
  have term : ∀ t ∈ A, (a t)ᴴ * a t * a u
      = a u * ((a t)ᴴ * a t) - (if u = t then 1 else 0) * a t := by
    intro t _
    rw [← h.2 u t]
    -- exchange the two annihilators, then pass the creator
    calc (a t)ᴴ * a t * a u
        = (a t)ᴴ * (a t * a u + a u * a t) - (a t)ᴴ * a u * a t := by noncomm_ring
      _ = _ := by rw [h.1 t u]; noncomm_ring
  unfold activeNumber
  rw [Matrix.sum_mul, Matrix.mul_sum, Finset.sum_congr rfl term, Finset.sum_sub_distrib]
  congr 1
  simp
```

Applying this operator identity to an eigenvector gives the lowered eigenvalue. Here the eigenvalue `ν` may be any complex number, which lets the lemma be applied twice in succession later.

```lean
/-- Removing an electron from an active orbital lowers the active electron number by one. -/
theorem activeNumber_annihilate {a : ι → Matrix F F ℂ} (h : IsCAR a) {A : Finset ι} {u : ι}
    (hu : u ∈ A) {ψ : F → ℂ} {ν : ℂ} (hψ : activeNumber a A *ᵥ ψ = ν • ψ) :
    activeNumber a A *ᵥ (a u *ᵥ ψ) = (ν - 1) • (a u *ᵥ ψ) := by
  rw [Matrix.mulVec_mulVec, activeNumber_mul h, if_pos hu, Matrix.sub_mulVec,
    ← Matrix.mulVec_mulVec, hψ, Matrix.mulVec_smul, sub_smul, one_smul]
```

The next lemma inserts the number operator between $a_p^\dagger$ and $a_u$. Its auxiliary statement `hs` says that summing the matrices before or after they act on $\psi$ gives the same vector. No anticommutation relation is needed, since the operators already stand in the right order.

```lean
omit [DecidableEq F] in
/-- Summing the doubles over a repeated active index inserts the active number operator
between the creator and the annihilator. -/
theorem sum_double (a : ι → Matrix F F ℂ) (A : Finset ι) (p u : ι) (ψ : F → ℂ) :
    ∑ t ∈ A, double a p t t u ψ = (a p)ᴴ *ᵥ (activeNumber a A *ᵥ (a u *ᵥ ψ)) := by
  have hs : ∀ (s : Finset ι) (M : ι → Matrix F F ℂ),
      ∑ t ∈ s, M t *ᵥ ψ = (∑ t ∈ s, M t) *ᵥ ψ := by
    intro s M
    induction s using Finset.induction_on with
    | empty => simp
    | insert t s ht ih =>
      rw [Finset.sum_insert ht, Finset.sum_insert ht, Matrix.add_mulVec, ih]
  simp only [double, activeNumber, hs, Matrix.mulVec_mulVec, Matrix.sum_mul, Matrix.mul_sum,
    Matrix.mul_assoc]
```

Combining the two lemmas gives the identity with the factor $N-1$.

```lean
/-- For a state with `N` active electrons and an active orbital `u`, the sum over active `t`
of `a_p⁺ a_t⁺ a_t a_u ψ` is `(N - 1) a_p⁺ a_u ψ`, for every orbital `p`. -/
theorem sum_double_active {a : ι → Matrix F F ℂ} (h : IsCAR a) {A : Finset ι} {u : ι}
    (hu : u ∈ A) (p : ι) {ψ : F → ℂ} {N : ℕ}
    (hψ : activeNumber a A *ᵥ ψ = (N : ℂ) • ψ) :
    ∑ t ∈ A, double a p t t u ψ = ((N : ℂ) - 1) • single a p u ψ := by
  rw [sum_double, activeNumber_annihilate h hu hψ, Matrix.mulVec_smul, Matrix.mulVec_mulVec,
    single]
```

**Q:** What if the electron comes from a core orbital instead?

**A:** For $i\notin A$, every $\delta_{it}$ vanishes, so $\hat N_A$ commutes with $a_i$ and

$$\sum_{t\in A}a_p^\dagger a_t^\dagger a_t a_i\psi=N\,a_p^\dagger a_i\psi .$$

The active electrons are all still there, so the count is $N$.

```lean
/-- For a state with `N` active electrons and an orbital `i` outside the active space, the sum over
active `t` of `a_p⁺ a_t⁺ a_t a_i ψ` is `N a_p⁺ a_i ψ`. -/
theorem sum_double_inactive {a : ι → Matrix F F ℂ} (h : IsCAR a) {A : Finset ι} {i : ι}
    (hi : i ∉ A) (p : ι) {ψ : F → ℂ} {N : ℕ}
    (hψ : activeNumber a A *ᵥ ψ = (N : ℂ) • ψ) :
    ∑ t ∈ A, double a p t t i ψ = (N : ℂ) • single a p i ψ := by
  rw [sum_double, Matrix.mulVec_mulVec (M := activeNumber a A), activeNumber_mul h, if_neg hi,
    sub_zero, ← Matrix.mulVec_mulVec, hψ, Matrix.mulVec_smul, Matrix.mulVec_smul,
    Matrix.mulVec_mulVec, single]
```

These doubles remove an electron from $i$, so they are not among the generators of `semiInternalSpan`, which have only active annihilators. The membership theorem below concerns active $u$ only.

**Q:** The hypothesis there is $N\neq1$. Doesn't that let in the odd case $N=0$?

**A:** It does, and the statement is still true. With no active electrons there is nothing for $a_u$ to remove, so the single is the zero vector, which lies in every subspace. The case of interest is $N\ge2$.

In the proof, `hc` records that $N-1\neq0$, `e` solves the identity for the single, and the last line observes that each term of the sum is a generator with $v=t$ and $w=u$.

```lean
/-- For a state with a definite number `N ≠ 1` of active electrons, every contracted single out of
an active orbital lies in the span of the semi-internal doubles. -/
theorem single_mem_semiInternalSpan {a : ι → Matrix F F ℂ} (h : IsCAR a) {A : Finset ι}
    {u : ι} (hu : u ∈ A) (p : ι) {ψ : F → ℂ} {N : ℕ} (hN : N ≠ 1)
    (hψ : activeNumber a A *ᵥ ψ = (N : ℂ) • ψ) :
    single a p u ψ ∈ semiInternalSpan a A p ψ := by
  have hc : (N : ℂ) - 1 ≠ 0 := sub_ne_zero.mpr (by exact_mod_cast hN)
  have e : single a p u ψ = ((N : ℂ) - 1)⁻¹ • ∑ t ∈ A, double a p t t u ψ := by
    rw [sum_double_active h hu p hψ, smul_smul, inv_mul_cancel₀ hc, one_smul]
  rw [e]
  exact Submodule.smul_mem _ _ (Submodule.sum_mem _ fun t ht =>
    Submodule.subset_span ⟨t, ht, t, ht, u, hu, rfl⟩)
```

**Q:** Then is $N=1$ a real exception, or did your division merely fail?

**A:** It is a real exception for doubles written as here, with both annihilators standing to the right of both creators. Let $\varphi=a_v a_w\psi$ with $v,w$ active and $N=1$. Lowering the number twice gives $\hat N_A\varphi=-\varphi$. But

$$\langle\varphi|\hat N_A\varphi\rangle=\sum_{t\in A}\|a_t\varphi\|^2\ge0,$$

while the left side equals $-\|\varphi\|^2$. Hence $\varphi=0$: two electrons cannot be removed from a space that holds one.

In Lean, `pos` proves the inequality by adding one active orbital at a time, using the positive semidefiniteness of $a_t^\dagger a_t$. The final lines combine $-\|\varphi\|^2\ge0$ with $\|\varphi\|^2\ge0$.

```lean
/-- Two active annihilators destroy every state with one active electron. -/
theorem annihilate_two_eq_zero {a : ι → Matrix F F ℂ} (h : IsCAR a) {A : Finset ι} {v w : ι}
    (hv : v ∈ A) (hw : w ∈ A) {ψ : F → ℂ} (hψ : activeNumber a A *ᵥ ψ = ψ) :
    a v *ᵥ (a w *ᵥ ψ) = 0 := by
  have h1 : activeNumber a A *ᵥ ψ = (1 : ℂ) • ψ := by rw [hψ, one_smul]
  have h2 := activeNumber_annihilate h hv (activeNumber_annihilate h hw h1)
  set φ := a v *ᵥ (a w *ᵥ ψ)
  -- the number operator has no negative expectation value
  have pos : ∀ s : Finset ι, 0 ≤ star φ ⬝ᵥ (activeNumber a s *ᵥ φ) := by
    intro s
    unfold activeNumber
    induction s using Finset.induction_on with
    | empty => simp
    | insert t s ht ih =>
      rw [Finset.sum_insert ht, Matrix.add_mulVec, dotProduct_add]
      exact add_nonneg
        ((Matrix.posSemidef_conjTranspose_mul_self (a t)).dotProduct_mulVec_nonneg φ) ih
  have h3 := pos A
  have e : ((1 : ℂ) - 1 - 1) • (star φ ⬝ᵥ φ) = -(star φ ⬝ᵥ φ) := by
    rw [smul_eq_mul]; ring
  rw [h2, dotProduct_smul, e] at h3
  exact dotProduct_star_self_eq_zero.mp
    (le_antisymm (neg_nonneg.mp h3) (dotProduct_star_self_nonneg φ))
```

All the semi-internal doubles therefore vanish and their span is $\{0\}$, written `⊥`. A single belongs to it exactly when that single is zero.

```lean
/-- With exactly one active electron, a contracted single lies in the span of the
semi-internal doubles only if it is zero. -/
theorem single_mem_iff_of_one_electron {a : ι → Matrix F F ℂ} (h : IsCAR a) {A : Finset ι}
    (p u : ι) {ψ : F → ℂ} (hψ : activeNumber a A *ᵥ ψ = ψ) :
    single a p u ψ ∈ semiInternalSpan a A p ψ ↔ single a p u ψ = 0 := by
  have hb : semiInternalSpan a A p ψ = ⊥ := by
    refine Submodule.span_eq_bot.mpr ?_
    rintro _ ⟨t, _, v, hv, w, hw, rfl⟩
    rw [double, ← Matrix.mulVec_mulVec, ← Matrix.mulVec_mulVec,
      annihilate_two_eq_zero h hv hw hψ, Matrix.mulVec_zero]
  rw [hb, Submodule.mem_bot]
```

**Q:** That would be empty if no matrices met your hypotheses, or if every single happened to vanish.

**A:** Explicit matrices settle both worries. Take three orbitals numbered 0, 1, 2, with 0 and 1 active and 2 virtual. The eight determinants are numbered by their binary occupations, so state 3 has orbitals 0 and 1 filled, and state 1 has only orbital 0 filled. The Jordan–Wigner sign of $a_p$ is $(-1)^{n}$, where $n$ is the number of occupied orbitals below $p$.

```lean
/-- Integer Jordan–Wigner annihilators for three orbitals; the binary digits of a basis index
are the occupations. -/
def jwInt (p : Fin 3) : Matrix (Fin 8) (Fin 8) ℤ := fun i j =>
  if j.val / 2 ^ p.val % 2 = 1 ∧ i.val + 2 ^ p.val = j.val then
    (-1) ^ (j.val % 2 ^ p.val % 2 + j.val % 2 ^ p.val / 2) else 0
```

The entries are integers and are then regarded as complex numbers.

```lean
/-- The Jordan–Wigner annihilators as complex matrices. -/
def jw (p : Fin 3) : Matrix (Fin 8) (Fin 8) ℂ := (Int.castRingHom ℂ).mapMatrix (jwInt p)
```

For state 3, where $N=2$, the single $a_2^\dagger a_0|3\rangle$ equals $-|6\rangle$. In the sum over doubles, the $t=0$ term vanishes because orbital 0 has just been emptied, and the $t=1$ term reproduces the single, in agreement with $N-1=1$. For state 1, the single is $|4\rangle$, which is nonzero while every semi-internal double is zero.

The theorem establishes the anticommutation relations, the two electron numbers and the fact that both singles are nonzero. The finite integer identities are evaluated by `decide +kernel`. The helper `key` reads a matrix acting on a basis state as a column, while `num` and `exc` carry the results for numbers and singles over to the complex matrices.

```lean
/-- The Jordan–Wigner matrices obey the anticommutation relations; with orbitals 0 and 1 active,
basis states 3 and 1 have two and one active electrons, and their singles from 0 to 2 are
nonzero. -/
theorem jw_witness : IsCAR jw ∧
    (activeNumber jw {0, 1} *ᵥ Pi.single 3 1 = ((2 : ℕ) : ℂ) • Pi.single 3 1 ∧
      single jw 2 0 (Pi.single 3 1) ≠ 0) ∧
    (activeNumber jw {0, 1} *ᵥ Pi.single 1 1 = ((1 : ℕ) : ℂ) • Pi.single 1 1 ∧
      single jw 2 0 (Pi.single 1 1) ≠ 0) := by
  have hc : ∀ p, (jw p)ᴴ = (Int.castRingHom ℂ).mapMatrix (jwInt p)ᵀ := by
    intro p; ext i j; simp [jw]
  have h1 : ∀ p q, jwInt p * jwInt q + jwInt q * jwInt p = 0 := by decide +kernel
  have h2 : ∀ p q, jwInt p * (jwInt q)ᵀ + (jwInt q)ᵀ * jwInt p
      = if p = q then 1 else 0 := by decide +kernel
  -- a matrix applied to a basis state is a column
  have key : ∀ (M : Matrix (Fin 8) (Fin 8) ℤ) (k i : Fin 8),
      ((Int.castRingHom ℂ).mapMatrix M *ᵥ Pi.single k 1) i = ((M i k : ℤ) : ℂ) := by
    intro M k i; simp
  have num : ∀ (k : Fin 8) (m : ℕ),
      (∀ i, ((jwInt 0)ᵀ * jwInt 0 + (jwInt 1)ᵀ * jwInt 1) i k = if i = k then (m : ℤ) else 0) →
      activeNumber jw {0, 1} *ᵥ Pi.single k 1 = (m : ℂ) • Pi.single k 1 := by
    intro k m hm
    have e : activeNumber jw {0, 1} = (Int.castRingHom ℂ).mapMatrix
        ((jwInt 0)ᵀ * jwInt 0 + (jwInt 1)ᵀ * jwInt 1) := by
      rw [activeNumber, Finset.sum_pair (by decide), hc, hc, map_add, map_mul, map_mul]
      rfl
    ext i
    rw [e, key, hm]
    by_cases h : i = k <;> simp [h]
  have exc : ∀ k i : Fin 8, ((jwInt 2)ᵀ * jwInt 0) i k ≠ 0 →
      single jw 2 0 (Pi.single k 1) ≠ 0 := by
    intro k i hne h
    have h0 : single jw 2 0 (Pi.single k 1) i = 0 := by rw [h]; rfl
    rw [single, hc, jw, ← map_mul, key] at h0
    exact hne (Int.cast_eq_zero.mp h0)
  refine ⟨⟨fun p q => ?_, fun p q => ?_⟩, ⟨num 3 2 (by decide +kernel),
    exc 3 6 (by decide +kernel)⟩, ⟨num 1 1 (by decide +kernel), exc 1 4 (by decide +kernel)⟩⟩
  · rw [jw, jw, ← map_mul, ← map_mul, ← map_add, h1, map_zero]
  · rw [hc, jw, ← map_mul, ← map_mul, ← map_add, h2]
    split_ifs
    · exact map_one _
    · exact map_zero _

end

end ContractedSinglesRedundancy
```

```lean
#print axioms ContractedSinglesRedundancy.sum_double_inactive
-- 'ContractedSinglesRedundancy.sum_double_inactive' depends on axioms: [propext, Classical.choice, Quot.sound]
#print axioms ContractedSinglesRedundancy.single_mem_semiInternalSpan
-- 'ContractedSinglesRedundancy.single_mem_semiInternalSpan' depends on axioms: [propext, Classical.choice, Quot.sound]
#print axioms ContractedSinglesRedundancy.single_mem_iff_of_one_electron
-- 'ContractedSinglesRedundancy.single_mem_iff_of_one_electron' depends on axioms: [propext, Classical.choice, Quot.sound]
```

**Q:** So what may I conclude for an actual multireference calculation?

**A:** In an internally contracted expansion over finitely many spin orbitals, built on a reference with a definite active electron number $N\ge2$, including both the singles out of active orbitals and all the semi-internal doubles makes the set linearly dependent: each such single adds nothing to the span of the doubles with the same $p$. An overlap matrix over that set is then singular, and the dependence must be handled before the matrix is inverted.

**Q:** And where should I stop?

**A:** At references without a sharp active number, and at truncated sets of doubles, whose span may not contain the sum over $t$ used here. The theorems are stated for spin orbitals; when $A$ holds both spins of each active spatial orbital, summing the identity over the common spin of $p$ and $u$ gives the same relation for spin-summed singles and doubles. The theorems also don't count the dependences among the doubles themselves (for instance, the double with $v=w$ vanishes, and exchanging $v$ and $w$ only flips the sign), and they contain no energies or amplitudes.
